# Equal orbital densities at $k$ and $-k$ for Hermitian Bloch Hamiltonians with real hoppings

Suppose a program keeps only one point of each pair $\pm k$ and doubles its weight. For a chain with one orbital per cell and hoppings $\mp i/2$ to the cells $\pm1$, the band energy is $\sin 2\pi k$. The points $k=1/4$ and $k=-1/4$ then have energies $1$ and $-1$. With the chemical potential at zero, their Fermi-Dirac occupations add up to $1$, but doubling the occupation at $k=1/4$ gives almost nothing at low temperature. The shortcut has lost an electron.

The hoppings in that example are complex. If they are real and the Hamiltonian is Hermitian, every orbital has the same density at $k$ and at $-k$, and the doubling is correct. This supports the usual halving of a Brillouin-zone mesh for non-interacting electrons in a finite orthonormal orbital basis, at fixed chemical potential.

## The density matrix as an inverse

```lean
import Mathlib

open scoped Matrix ComplexOrder

namespace TimeReversalReduction

noncomputable section

variable {n : Type*} [Fintype n] [DecidableEq n] {d : ℕ}
```

The type `n` is a finite set of orbital labels, and the natural number `d` is the dimension of the lattice. In the code, `Aᴴ` is the adjoint $A^\dagger$ and `Aᵀ` is the transpose $A^T$.

```lean
/-- The entrywise complex conjugate of a matrix. -/
def cc (A : Matrix n n ℂ) : Matrix n n ℂ := A.map (starRingEnd ℂ)
```

`starRingEnd ℂ` is complex conjugation of numbers, and `A.map` applies it to each entry. So `cc A` is $\bar A$, with $\bar A_{ab}=\overline{A_{ab}}$ and no transposition.

```lean
/-- The Fermi denominator `1 + exp(β(H - μ))`. -/
def fermiDenom (β μ : ℝ) (H : Matrix n n ℂ) : Matrix n n ℂ :=
  1 + NormedSpace.exp ((β : ℂ) • (H - (μ : ℂ) • (1 : Matrix n n ℂ)))
```

For a Hamiltonian $H$, inverse temperature $\beta$ and chemical potential $\mu$, this defines

$$D(H)=1+e^{\beta(H-\mu)}.$$

The exponential is that of a matrix, not of its entries. The notation `(β : ℂ)` regards the real number $\beta$ as a complex one, and `•` multiplies a matrix by a number. Any real $\beta$ is allowed; the zero-temperature limit is not treated.

```lean
/-- The Fermi-Dirac density matrix `(1 + exp(β(H - μ)))⁻¹`, meant for those `H` whose
Fermi denominator is invertible. -/
def fermi (β μ : ℝ) (H : Matrix n n ℂ) : Matrix n n ℂ := (fermiDenom β μ H)⁻¹
```

This is $F(H)=D(H)^{-1}$. Its diagonal entry $F(H)_{aa}$ is the density in orbital $a$, counted for one spin channel. Lean assigns a value to `⁻¹` even for a singular matrix, so the physical reading depends on the next theorem.

```lean
/-- For a Hermitian Hamiltonian the Fermi denominator is invertible. -/
theorem fermiDenom_isUnit (β μ : ℝ) {H : Matrix n n ℂ} (hH : H.IsHermitian) :
    IsUnit (fermiDenom β μ H) := by
  -- the exponential of twice a Hermitian matrix is a positive square
  have key : ∀ C : Matrix n n ℂ, Cᴴ = C → IsUnit (1 + NormedSpace.exp (C + C)) := by
    intro C hC
    have hB : (NormedSpace.exp C)ᴴ = NormedSpace.exp C := by
      rw [← Matrix.exp_conjTranspose, hC]
    have h := Matrix.posSemidef_conjTranspose_mul_self (NormedSpace.exp C)
    rw [hB] at h
    rw [Matrix.exp_add_of_commute C C (Commute.refl C)]
    exact (Matrix.PosDef.one.add_posSemidef h).isUnit
  have hs : (β : ℂ) • (H - (μ : ℂ) • (1 : Matrix n n ℂ)) =
      ((β / 2 : ℝ) : ℂ) • (H - (μ : ℂ) • (1 : Matrix n n ℂ)) +
      ((β / 2 : ℝ) : ℂ) • (H - (μ : ℂ) • (1 : Matrix n n ℂ)) := by
    rw [← add_smul]
    congr 1
    push_cast
    ring
  unfold fermiDenom
  rw [hs]
  apply key
  simp only [Matrix.conjTranspose_smul, Matrix.conjTranspose_sub, Matrix.conjTranspose_one,
    Complex.star_def, Complex.conj_ofReal, hH.eq]
```

The hypothesis `hH : H.IsHermitian` says $H^\dagger=H$, and `IsUnit` says that the matrix is invertible. To see why it is, set $C=\tfrac{\beta}{2}(H-\mu)$. This matrix is Hermitian, hence so is $e^C$, and

$$e^{\beta(H-\mu)}=e^{C+C}=e^Ce^C=(e^C)^\dagger e^C.$$

For every vector $x\neq0$,

$$x^\dagger D(H)\,x=\|x\|^2+\|e^Cx\|^2>0.$$

Thus $D(H)$ sends no non-zero vector to zero, and a square matrix with that property is invertible.

In the proof, `key` carries out this argument for any Hermitian $C$: the identity is positive definite, the square is positive semidefinite, and their sum is positive definite. The step `hs` splits the exponent into two equal halves, and the last lines check that each half is Hermitian. Without Hermiticity the claim can fail: for $\beta\ne0$, the $1\times1$ matrix $H=\mu+i\pi/\beta$ gives $D(H)=1+e^{i\pi}=0$.

## Conjugation passes through the Fermi function

```lean
/-- Conjugating the Hamiltonian entrywise conjugates the Fermi denominator entrywise. -/
theorem fermiDenom_cc (β μ : ℝ) (H : Matrix n n ℂ) :
    fermiDenom β μ (cc H) = cc (fermiDenom β μ H) := by
  -- entrywise conjugation is the adjoint followed by the transpose
  change 1 + NormedSpace.exp ((β : ℂ) • ((Hᴴ)ᵀ - (μ : ℂ) • (1 : Matrix n n ℂ))) =
    ((1 + NormedSpace.exp ((β : ℂ) • (H - (μ : ℂ) • (1 : Matrix n n ℂ))))ᴴ)ᵀ
  rw [Matrix.conjTranspose_add, Matrix.conjTranspose_one, Matrix.transpose_add,
    Matrix.transpose_one, ← Matrix.exp_conjTranspose, ← Matrix.exp_transpose]
  simp only [Matrix.conjTranspose_smul, Matrix.conjTranspose_sub, Matrix.conjTranspose_one,
    Matrix.transpose_smul, Matrix.transpose_sub, Matrix.transpose_one,
    Complex.star_def, Complex.conj_ofReal]
```

The statement is $D(\bar H)=\overline{D(H)}$, for any square $H$. Conjugation respects sums and products of matrices, and the exponential series has real coefficients, so $\overline{e^X}=e^{\bar X}$. Take $X=\beta(H-\mu)$. Since $\beta$ and $\mu$ are real, $\bar X=\beta(\bar H-\mu)$, and adding the identity gives the result.

Lean takes a slightly different route. It writes $\bar A=(A^\dagger)^T$ and uses two known facts: the exponential commutes with the adjoint and with the transpose. The tactic `change` restates the goal in that form, and `rw` then replaces expressions by equal ones.

```lean
/-- For Hermitian `H`, the conjugate of the density matrix of `H` is a true inverse of the
Fermi denominator of `conj H`, and so it is the density matrix of `conj H`. -/
theorem fermi_cc (β μ : ℝ) {H : Matrix n n ℂ} (hH : H.IsHermitian) :
    fermiDenom β μ (cc H) * cc (fermi β μ H) = 1 ∧
      fermi β μ (cc H) = cc (fermi β μ H) := by
  have h : fermiDenom β μ (cc H) * cc (fermi β μ H) = 1 := by
    rw [fermiDenom_cc]
    unfold cc fermi
    rw [← Matrix.map_mul, Matrix.mul_nonsing_inv _
      ((Matrix.isUnit_iff_isUnit_det _).mp (fermiDenom_isUnit β μ hH))]
    exact Matrix.map_one _ (map_zero _) (map_one _)
  exact ⟨h, Matrix.inv_eq_right_inv h⟩
```

The symbol `∧` means "and". For Hermitian $H$ the theorem states

$$D(\bar H)\,\overline{F(H)}=1\qquad\text{and}\qquad F(\bar H)=\overline{F(H)}.$$

The first part follows from the previous theorem and from $D(H)F(H)=1$:

$$D(\bar H)\,\overline{F(H)}=\overline{D(H)}\;\overline{F(H)}=\overline{D(H)F(H)}=\bar 1=1.$$

For square matrices a right inverse is the inverse, which gives the second part. The code follows the same order. It proves the product identity as `h`, using the invertibility theorem, and passes `h` to `Matrix.inv_eq_right_inv`.

```lean
/-- The density matrix of a Hermitian Hamiltonian is Hermitian. -/
theorem fermi_isHermitian (β μ : ℝ) {H : Matrix n n ℂ} (hH : H.IsHermitian) :
    (fermi β μ H).IsHermitian := by
  unfold Matrix.IsHermitian fermi fermiDenom
  rw [Matrix.conjTranspose_nonsing_inv, Matrix.conjTranspose_add, Matrix.conjTranspose_one,
    ← Matrix.exp_conjTranspose]
  simp only [Matrix.conjTranspose_smul, Matrix.conjTranspose_sub, Matrix.conjTranspose_one,
    Complex.star_def, Complex.conj_ofReal, hH.eq]
```

The density matrix is Hermitian because its denominator is:

$$F(H)^\dagger=\bigl(D(H)^{-1}\bigr)^\dagger=\bigl(D(H)^\dagger\bigr)^{-1}=D(H)^{-1}=F(H).$$

The `rw` step moves the adjoint through the inverse, the sum and the exponential. The `simp only` step then uses the reality of $\beta$ and $\mu$ and the Hermiticity of $H$.

```lean
/-- A Hermitian Hamiltonian and its complex conjugate give every orbital the same density. -/
theorem fermi_cc_diag (β μ : ℝ) {H : Matrix n n ℂ} (hH : H.IsHermitian) (a : n) :
    fermi β μ (cc H) a a = fermi β μ H a a := by
  rw [(fermi_cc β μ hH).2]
  exact (fermi_isHermitian β μ hH).apply a a
```

Here `a` is any orbital, and `fermi β μ H a a` is the diagonal entry $F(H)_{aa}$. The diagonal of a Hermitian matrix is real, so

$$F(\bar H)_{aa}=\overline{F(H)_{aa}}=F(H)_{aa}.$$

The suffix `.2` selects the second half of `fermi_cc`, and the last line applies Hermiticity at the entry $(a,a)$. Off the diagonal, conjugation remains visible: the imaginary part of $F_{ab}$ changes sign.

## Real hoppings connect $k$ with $-k$

```lean
/-- The Bloch phase `2π k·R`, with `k` in reduced coordinates. -/
def phase (k : Fin d → ℝ) (R : Fin d → ℤ) : ℝ := 2 * Real.pi * ∑ i, k i * (R i : ℝ)
```

A wavevector `k : Fin d → ℝ` is a list of $d$ real components, and a lattice vector `R` is a list of $d$ integers. The phase is

$$\theta(k,R)=2\pi\sum_i k_iR_i,$$

with $k$ measured in units of the reciprocal lattice vectors.

```lean
/-- The Bloch Hamiltonian `H(k) = ∑ exp(2πi k·R) t(R)` of real hopping matrices `t(R)`,
summed over the lattice vectors `R` in `S`. -/
def bloch (S : Finset (Fin d → ℤ)) (t : (Fin d → ℤ) → Matrix n n ℝ) (k : Fin d → ℝ) :
    Matrix n n ℂ :=
  Matrix.of fun a b => ∑ R ∈ S, Complex.exp ((phase k R : ℂ) * Complex.I) * (t R a b : ℂ)
```

The set `S` is a finite collection of lattice vectors, and `t R` is a real matrix of hopping amplitudes. The Bloch Hamiltonian has entries

$$H(k)_{ab}=\sum_{R\in S}e^{i\theta(k,R)}\,t(R)_{ab},$$

where $t(R)_{ab}$ couples orbital $a$ in the home cell to orbital $b$ in cell $R$. The phase contains the cell vector only, not the positions of orbitals within the cell.

Real hoppings stand for time-reversal symmetry of spinless electrons described by real orbitals, without a magnetic field. Spin-orbit coupling in general makes the hoppings complex, and that case is not covered. Nor is a non-orthogonal basis with an overlap matrix.

```lean
/-- Hopping back is the transpose of hopping forth: `S` is closed under inversion and
`t(-R) = t(R)ᵀ` on it. -/
def Reciprocal (S : Finset (Fin d → ℤ)) (t : (Fin d → ℤ) → Matrix n n ℝ) : Prop :=
  ∀ R ∈ S, -R ∈ S ∧ t (-R) = (t R)ᵀ
```

`Reciprocal S t` is a condition on the model: whenever $R$ is in $S$, so is $-R$, and $t(-R)=t(R)^T$. For real amplitudes this is Hermiticity in real space, since the hop back has the same amplitude as the hop forth.

```lean
omit [Fintype n] [DecidableEq n] in
/-- Time reversal for real hoppings: `H(-k)` is the complex conjugate of `H(k)`. -/
theorem bloch_neg (S : Finset (Fin d → ℤ)) (t : (Fin d → ℤ) → Matrix n n ℝ)
    (k : Fin d → ℝ) : bloch S t (-k) = cc (bloch S t k) := by
  have hp : ∀ R, phase (-k) R = -phase k R := fun R => by simp [phase]
  ext a b
  simp only [cc, bloch, Matrix.map_apply, Matrix.of_apply, map_sum, map_mul,
    Complex.conj_ofReal, ← Complex.exp_conj, Complex.conj_I, hp, Complex.ofReal_neg,
    neg_mul, mul_neg]
```

Reversing $k$ reverses the phase, $\theta(-k,R)=-\theta(k,R)$, which is `hp` in the proof. Since $t(R)$ is real,

$$H(-k)_{ab}=\sum_{R\in S}e^{-i\theta(k,R)}\,t(R)_{ab}=\overline{H(k)_{ab}}.$$

The tactic `ext a b` reduces the equality of matrices to that of their entries, and `simp only` carries the conjugation through the sum. Reality of the hoppings is enough here; the reciprocity condition is not used.

```lean
omit [Fintype n] [DecidableEq n] in
/-- Real hoppings with `t(-R) = t(R)ᵀ`, summed over a set `S` closed under inversion, give a
Hermitian Bloch Hamiltonian at every `k`. -/
theorem bloch_isHermitian {S : Finset (Fin d → ℤ)} {t : (Fin d → ℤ) → Matrix n n ℝ}
    (ht : Reciprocal S t) (k : Fin d → ℝ) : (bloch S t k).IsHermitian := by
  have hp : ∀ R, phase k (-R) = -phase k R := fun R => by simp [phase]
  apply Matrix.IsHermitian.ext
  intro a b
  change (starRingEnd ℂ) (bloch S t k b a) = bloch S t k a b
  simp only [bloch, Matrix.of_apply, map_sum, map_mul, Complex.conj_ofReal,
    ← Complex.exp_conj, Complex.conj_I, mul_neg]
  -- relabel the lattice sum by R → -R
  refine Finset.sum_nbij' (fun R => -R) (fun R => -R) (fun R hR => (ht R hR).1)
    (fun R hR => (ht R hR).1) (fun R _ => neg_neg R) (fun R _ => neg_neg R) ?_
  intro R hR
  simp only [(ht R hR).2, hp, Complex.ofReal_neg, neg_mul, Matrix.transpose_apply]
```

Reciprocity is what makes $H(k)$ Hermitian. Using $t(R)_{ba}=t(-R)_{ab}$ and $-\theta(k,R)=\theta(k,-R)$,

$$\overline{H(k)_{ba}}=\sum_{R\in S}e^{-i\theta(k,R)}\,t(R)_{ba}
=\sum_{R\in S}e^{i\theta(k,-R)}\,t(-R)_{ab}=H(k)_{ab}.$$

The last equality relabels $-R$ as $R$, which is allowed because $S$ is closed under inversion. In Lean, `Finset.sum_nbij'` performs this relabelling. It asks for the map $R\mapsto-R$, for its inverse, and for the equality of matching terms.

```lean
/-- For real hoppings with `t(-R) = t(R)ᵀ` on a set `S` of lattice vectors closed under inversion,
the points `k` and `-k` give every orbital the same density. -/
theorem density_neg (β μ : ℝ) {S : Finset (Fin d → ℤ)} {t : (Fin d → ℤ) → Matrix n n ℝ}
    (ht : Reciprocal S t) (k : Fin d → ℝ) (a : n) :
    fermi β μ (bloch S t (-k)) a a = fermi β μ (bloch S t k) a a := by
  rw [bloch_neg]
  exact fermi_cc_diag β μ (bloch_isHermitian ht k) a
```

The two strands now meet. For real reciprocal hoppings,

$$F(H(-k))_{aa}=F\bigl(\overline{H(k)}\bigr)_{aa}=F(H(k))_{aa}.$$

The first equality is the rewrite with `bloch_neg`. The second is `fermi_cc_diag`, applied to the Hermitian matrix $H(k)$.

## Half a mesh with doubled weights

```lean
/-- For real hoppings with `t(-R) = t(R)ᵀ` on a set `S` of lattice vectors closed under inversion,
the density summed over a mesh made of disjoint parts `Z`, `T` and `-T` needs only `Z` with weight
one and `T` with weight two. -/
theorem mesh_reduction (β μ : ℝ) {S : Finset (Fin d → ℤ)}
    {t : (Fin d → ℤ) → Matrix n n ℝ} (ht : Reciprocal S t) (Z T : Finset (Fin d → ℝ))
    (hT : Disjoint T (T.image fun k => -k))
    (hZ : Disjoint Z (T ∪ T.image fun k => -k)) (a : n) :
    ∑ k ∈ Z ∪ (T ∪ T.image fun k => -k), fermi β μ (bloch S t k) a a =
      ∑ k ∈ Z, fermi β μ (bloch S t k) a a +
        2 * ∑ k ∈ T, fermi β μ (bloch S t k) a a := by
  have himg : ∑ k ∈ T.image (fun k => -k), fermi β μ (bloch S t k) a a =
      ∑ k ∈ T, fermi β μ (bloch S t k) a a := by
    rw [Finset.sum_image (by intro x _ y _ h; exact neg_injective h)]
    exact Finset.sum_congr rfl fun k _ => density_neg β μ ht k a
  rw [Finset.sum_union hZ, Finset.sum_union hT, himg, two_mul]
```

The mesh consists of a set $Z$ of unpaired points, a set $T$, and its mirror image $-T$, written `T.image fun k => -k`. The hypotheses `hT` and `hZ` say that these three parts do not overlap. Writing $\rho_a(k)=F(H(k))_{aa}$, the theorem is

$$\sum_{k\in Z\cup T\cup(-T)}\rho_a(k)=\sum_{k\in Z}\rho_a(k)+2\sum_{k\in T}\rho_a(k).$$

Because the parts are disjoint, the sum on the left splits into three. The sum over $-T$ equals $\sum_{k\in T}\rho_a(-k)$, which is $\sum_{k\in T}\rho_a(k)$ by the previous theorem. This is `himg` in the code, and the final `rw` splits the sum and collects the two equal parts.

These are plain sums. For a non-empty mesh, the average density per $k$-point follows on dividing by $|Z|+2|T|$.

In one dimension, the mesh $\{-1/4,\,0,\,1/4,\,1/2\}$ has $Z=\{0,1/2\}$ and $T=\{1/4\}$, so three evaluations replace four. The point $1/2$ belongs in $Z$ because its mirror image $-1/2$ is not listed separately. Lean treats the two as different vectors, although they differ by a reciprocal lattice vector.

## The dimerised chain as an example

```lean
/-- Hoppings of the dimerised chain with two orbitals per cell: `v` within a cell and `w`
between neighbouring cells. -/
def chain (v w : ℝ) (R : Fin 1 → ℤ) : Matrix (Fin 2) (Fin 2) ℝ :=
  !![0, if R 0 = 0 then v else if R 0 = -1 then w else 0;
     if R 0 = 0 then v else if R 0 = 1 then w else 0, 0]
```

The notation `!![…; …]` lists a matrix row by row, and orbitals are numbered $0$ and $1$. Within a cell they are coupled by $v$; orbital $1$ of one cell is coupled by $w$ to orbital $0$ of the next. With lattice vectors $0$, $1$ and $-1$, the Bloch Hamiltonian is

$$H(k)=\begin{pmatrix}0&v+w\,e^{-2\pi ik}\\ v+w\,e^{2\pi ik}&0\end{pmatrix}.$$

```lean
/-- The set of lattice vectors `0`, `1` and `-1` is closed under inversion, and on it the dimerised
chain satisfies `t(-R) = t(R)ᵀ`. -/
theorem reciprocal_witness (v w : ℝ) :
    Reciprocal ({0, 1, -1} : Finset (Fin 1 → ℤ)) (chain v w) := by
  intro R hR
  simp only [Finset.mem_insert, Finset.mem_singleton] at hR
  rcases hR with rfl | rfl | rfl
  all_goals
    refine ⟨by simp, ?_⟩
    ext i j
    fin_cases i <;> fin_cases j <;> simp [chain]

end

end TimeReversalReduction
```

The theorem confirms the reciprocity condition for all real $v$ and $w$. The matrix $t(0)$ is symmetric, and

$$t(1)=\begin{pmatrix}0&0\\w&0\end{pmatrix},\qquad
t(-1)=\begin{pmatrix}0&w\\0&0\end{pmatrix}=t(1)^T.$$

The proof treats the three lattice vectors separately with `rcases`, then compares the four matrix entries with `fin_cases` and `simp`. Both `density_neg` and `mesh_reduction` therefore apply to this chain.

```lean
#print axioms TimeReversalReduction.density_neg
#print axioms TimeReversalReduction.mesh_reduction
```

```
'TimeReversalReduction.density_neg' depends on axioms: [propext, Classical.choice, Quot.sound]
'TimeReversalReduction.mesh_reduction' depends on axioms: [propext, Classical.choice, Quot.sound]
```
